# The worst-case intercept error of a three-size fit \(E_\infty + a/L + b/L^3\) is the energy tolerance times the sum of the absolute weights

The intercept error is defined here by refitting. Each of three energies, obtained from supercells of different sizes, may change by at most \(d\), the three parameters are solved for again, and the error is the distance by which \(E_\infty\) moves. This is a worst-case measure: it uses a bound on the change in each energy and no probability distribution.

Let \(L_0, L_1, L_2\) be three distinct positive cell sizes, \(y_0, y_1, y_2\) the energies computed at them, and \(x_i = 1/L_i\). The finite-size law is

\[
E(L) = E_\infty + \frac{a}{L} + \frac{b}{L^3}.
\]

For a charged defect in a three-dimensional cell of fixed shape, \(E\) is the formation energy, in which the energy of the perfect host cell has been subtracted. The total energy of the supercell grows with its volume and does not follow this law. The \(a/L\) term stands for the interaction of the net charge with its periodic images and the neutralising background. The \(b/L^3\) term stands for the next electrostatic correction, which comes from the spatial extent of the charge distribution. Exactly one choice of \((E_\infty, a, b)\) reproduces the three energies, and its intercept is a weighted sum of the data:

\[
E_\infty = \sum_i w_i y_i, \qquad
w_0 = \frac{x_1 x_2 (x_1 + x_2)}{(x_1 - x_0)(x_2 - x_0)(x_0 + x_1 + x_2)},
\]

with \(w_1\) and \(w_2\) obtained by cyclic permutation of the indices. The largest intercept error is exactly \(d \sum_i |w_i|\), and \(\sum_i |w_i| > 1\). For \(L = 2, 3, 4\) the weights are \(14/13\), \(-81/13\) and \(80/13\), so the largest error is \(175d/13 \approx 13.5\,d\).

## Error bars for a three-cell extrapolation script

A script can extrapolate the formation energy of a charged defect from three supercells by solving a \(3 \times 3\) linear system and reporting the first unknown. The result bears on that step, for exactly three sizes and this three-parameter law: the intercept can be computed as a dot product with weights that depend only on the sizes, and the same weights give its error bar.

If each formation energy carries an error of up to 1 meV, these errors can shift the intercept from sizes 2, 3 and 4 by up to about 13.5 meV. The fit passes through all three points whatever the noise, so its zero residual gives no warning of this. The sizes may be counted in repeats of a unit cell, because a change of length unit rescales \(a\) and \(b\) and leaves \(E_\infty\) alone.

## From the determinant to the sharp bound

**The fit is unique.** The linear system has a matrix \(M\) with rows \((1, x_i, x_i^3)\). Subtracting row 0 from the other two rows and expanding along the first column gives

\[
\det M = (x_1 - x_0)(x_2^3 - x_0^3) - (x_2 - x_0)(x_1^3 - x_0^3).
\]

Each difference of cubes factors as \(x_j^3 - x_0^3 = (x_j - x_0)(x_j^2 + x_j x_0 + x_0^2)\). Hence

\[
\begin{aligned}
\det M &= (x_1 - x_0)(x_2 - x_0)\,\bigl(x_2^2 - x_1^2 + x_0(x_2 - x_1)\bigr) \\
&= (x_1 - x_0)(x_2 - x_0)(x_2 - x_1)(x_0 + x_1 + x_2).
\end{aligned}
\]

Distinct sizes make the differences nonzero, and positive sizes make the sum positive. The matrix is therefore invertible.

**The weights.** By Cramer's rule, \(E_\infty\) is the determinant of \(M\) with its first column replaced by \(y\), divided by \(\det M\). The coefficient of \(y_0\) in the numerator is

\[
x_1 x_2^3 - x_2 x_1^3 = x_1 x_2 (x_2 - x_1)(x_1 + x_2),
\]

and division by \(\det M\) gives \(w_0\) as stated. The other two weights follow in the same way. They form the first row of \(M^{-1}\), so \(M^{-1}M = 1\) yields

\[
\sum_i w_i = 1, \qquad \sum_i \frac{w_i}{L_i} = 0, \qquad \sum_i \frac{w_i}{L_i^3} = 0.
\]

**The error.** Let \(y'\) be the changed energies and \(E'_\infty\) the new intercept. Subtracting the two weighted sums gives

\[
|E'_\infty - E_\infty| = \Bigl|\sum_i w_i (y'_i - y_i)\Bigr| \le \sum_i |w_i|\,|y'_i - y_i| \le d \sum_i |w_i|.
\]

Equality holds for \(y'_i = y_i + d\) where \(w_i \ge 0\) and \(y'_i = y_i - d\) where \(w_i < 0\), since every term then equals \(d|w_i|\).

**The factor exceeds one.** If all weights were nonnegative, \(\sum_i w_i/L_i = 0\) with positive \(L_i\) would force every weight to vanish, against \(\sum_i w_i = 1\). So some weight is negative, and \(\sum_i |w_i| > \sum_i w_i = 1\).

**Sizes 2, 3, 4.** Here \(x = (1/2, 1/3, 1/4)\) and \(x_0 + x_1 + x_2 = 13/12\). The weights are

\[
w_0 = \frac{7/144}{13/288} = \frac{14}{13}, \qquad
w_1 = \frac{3/32}{-13/864} = -\frac{81}{13}, \qquad
w_2 = \frac{5/36}{13/576} = \frac{80}{13}.
\]

Their absolute values add up to \(175/13\). Noise of size \(d\) in each energy with the signs \((+, -, +)\), or with all three signs reversed, produces the largest error.

## The Lean file

```lean
import Mathlib

open Matrix

namespace ImageChargeExtrapolation

noncomputable section

/-- The finite-size law `E_inf + a / L + b / L ^ 3`, with parameters `p = (E_inf, a, b)`. -/
def finiteSizeEnergy (p : Fin 3 → ℝ) (L : ℝ) : ℝ := p 0 + p 1 / L + p 2 / L ^ 3

/-- The finite-size law with parameters `p` reproduces the energies `y` at the three sizes `L`. -/
def Fits (L y p : Fin 3 → ℝ) : Prop := ∀ i, finiteSizeEnergy p (L i) = y i

/-- The matrix of the fit, with rows `(1, x, x ^ 3)` for the inverse sizes `x`. -/
def fitMatrix (x : Fin 3 → ℝ) : Matrix (Fin 3) (Fin 3) ℝ :=
  Matrix.of fun i => ![1, x i, x i ^ 3]

/-- The weight in the intercept of the energy at inverse size `x`, the other two being `y`, `z`. -/
def sizeWeight (x y z : ℝ) : ℝ := y * z * (y + z) / ((y - x) * (z - x) * (x + y + z))

/-- The three intercept weights for the cell sizes `L`. -/
def interceptWeight (L : Fin 3 → ℝ) : Fin 3 → ℝ :=
  ![sizeWeight (L 0)⁻¹ (L 1)⁻¹ (L 2)⁻¹, sizeWeight (L 1)⁻¹ (L 2)⁻¹ (L 0)⁻¹,
    sizeWeight (L 2)⁻¹ (L 0)⁻¹ (L 1)⁻¹]

/-- The distances from `p 0` to the intercepts of all exact fits to energies that differ from `y` by
at most `d` each. If `p` fits `y`, these are the intercept errors. -/
def interceptErrors (L y p : Fin 3 → ℝ) (d : ℝ) : Set ℝ :=
  {e | ∃ y' q : Fin 3 → ℝ, (∀ i, |y' i - y i| ≤ d) ∧ Fits L y' q ∧ e = |q 0 - p 0|}

/-- The determinant of the fit matrix is the product of the differences of the inverse sizes
and their sum. -/
theorem det_fitMatrix (x : Fin 3 → ℝ) :
    (fitMatrix x).det = (x 1 - x 0) * (x 2 - x 0) * (x 2 - x 1) * (x 0 + x 1 + x 2) := by
  rw [Matrix.det_fin_three]
  simp [fitMatrix]
  ring

/-- Three energies at distinct positive sizes are reproduced by exactly one choice of
`E_inf`, `a` and `b`. -/
theorem existsUnique_fit (L : Fin 3 → ℝ) (hpos : ∀ i, 0 < L i) (hinj : Function.Injective L)
    (y : Fin 3 → ℝ) : ∃! p, Fits L y p := by
  have hne : ∀ i j : Fin 3, i ≠ j → (L i)⁻¹ - (L j)⁻¹ ≠ 0 := fun i j h =>
    sub_ne_zero.mpr (inv_injective.ne (hinj.ne h))
  have hsum : (L 0)⁻¹ + (L 1)⁻¹ + (L 2)⁻¹ ≠ 0 := by
    have h0 := inv_pos.mpr (hpos 0)
    have h1 := inv_pos.mpr (hpos 1)
    have h2 := inv_pos.mpr (hpos 2)
    linarith
  -- the determinant does not vanish, so the linear system can be inverted
  have hdet : IsUnit (fitMatrix fun j => (L j)⁻¹).det := by
    rw [isUnit_iff_ne_zero, det_fitMatrix]
    exact mul_ne_zero (mul_ne_zero (mul_ne_zero (hne 1 0 (by decide)) (hne 2 0 (by decide)))
      (hne 2 1 (by decide))) hsum
  have hE : ∀ (p : Fin 3 → ℝ) (i : Fin 3),
      finiteSizeEnergy p (L i) = ((fitMatrix fun j => (L j)⁻¹) *ᵥ p) i := by
    intro p i
    simp [finiteSizeEnergy, fitMatrix, Matrix.mulVec, dotProduct, Fin.sum_univ_three,
      div_eq_mul_inv]
    ring
  refine ⟨(fitMatrix fun j => (L j)⁻¹)⁻¹ *ᵥ y, fun i => ?_, fun p hp => ?_⟩
  · rw [hE, Matrix.mulVec_mulVec, Matrix.mul_nonsing_inv _ hdet, Matrix.one_mulVec]
  · have h : (fitMatrix fun j => (L j)⁻¹) *ᵥ p = y :=
      funext fun i => (hE p i).symm.trans (hp i)
    rw [← h, Matrix.mulVec_mulVec, Matrix.nonsing_inv_mul _ hdet, Matrix.one_mulVec]

/-- The intercept weights sum to one and cancel both the `1 / L` and the `1 / L ^ 3` terms. -/
theorem interceptWeight_moments (L : Fin 3 → ℝ) (hpos : ∀ i, 0 < L i)
    (hinj : Function.Injective L) :
    ∑ i, interceptWeight L i = 1 ∧ ∑ i, interceptWeight L i / L i = 0 ∧
      ∑ i, interceptWeight L i / L i ^ 3 = 0 := by
  -- the three identities in terms of inverse sizes
  have key : ∀ x y z : ℝ, 0 < x → 0 < y → 0 < z → x ≠ y → x ≠ z → y ≠ z →
      sizeWeight x y z + sizeWeight y z x + sizeWeight z x y = 1 ∧
      sizeWeight x y z * x + sizeWeight y z x * y + sizeWeight z x y * z = 0 ∧
      sizeWeight x y z * x ^ 3 + sizeWeight y z x * y ^ 3 + sizeWeight z x y * z ^ 3 = 0 := by
    intro x y z hx hy hz hxy hxz hyz
    have a1 := sub_ne_zero.mpr hxy
    have a2 := sub_ne_zero.mpr hxy.symm
    have a3 := sub_ne_zero.mpr hxz
    have a4 := sub_ne_zero.mpr hxz.symm
    have a5 := sub_ne_zero.mpr hyz
    have a6 := sub_ne_zero.mpr hyz.symm
    have s1 : x + y + z ≠ 0 := by positivity
    have s2 : y + z + x ≠ 0 := by positivity
    have s3 : z + x + y ≠ 0 := by positivity
    unfold sizeWeight
    refine ⟨?_, ?_, ?_⟩ <;> field_simp <;> ring
  have hne : ∀ i j : Fin 3, i ≠ j → (L i)⁻¹ ≠ (L j)⁻¹ := fun i j h =>
    inv_injective.ne (hinj.ne h)
  obtain ⟨k1, k2, k3⟩ := key (L 0)⁻¹ (L 1)⁻¹ (L 2)⁻¹ (inv_pos.mpr (hpos 0))
    (inv_pos.mpr (hpos 1)) (inv_pos.mpr (hpos 2)) (hne 0 1 (by decide)) (hne 0 2 (by decide))
    (hne 1 2 (by decide))
  simp only [Fin.sum_univ_three]
  refine ⟨k1, ?_, ?_⟩
  · change sizeWeight _ _ _ / L 0 + sizeWeight _ _ _ / L 1 + sizeWeight _ _ _ / L 2 = 0
    linear_combination k2
  · change sizeWeight _ _ _ / L 0 ^ 3 + sizeWeight _ _ _ / L 1 ^ 3
      + sizeWeight _ _ _ / L 2 ^ 3 = 0
    linear_combination k3

/-- The extrapolated energy of the fit is the weighted sum of the three computed energies. -/
theorem intercept_eq (L : Fin 3 → ℝ) (hpos : ∀ i, 0 < L i) (hinj : Function.Injective L)
    {y p : Fin 3 → ℝ} (hp : Fits L y p) : p 0 = ∑ i, interceptWeight L i * y i := by
  obtain ⟨h1, h2, h3⟩ := interceptWeight_moments L hpos hinj
  rw [Fin.sum_univ_three] at h1 h2 h3 ⊢
  rw [← hp 0, ← hp 1, ← hp 2]
  unfold finiteSizeEnergy
  linear_combination -(p 0) * h1 - p 1 * h2 - p 2 * h3

/-- If each energy is uncertain by at most `d`, the largest error of the intercept is `d` times
the sum of the absolute weights, and it is attained. -/
theorem isGreatest_interceptErrors (L : Fin 3 → ℝ) (hpos : ∀ i, 0 < L i)
    (hinj : Function.Injective L) {y p : Fin 3 → ℝ} (hp : Fits L y p) {d : ℝ} (hd : 0 ≤ d) :
    IsGreatest (interceptErrors L y p d) (d * ∑ i, |interceptWeight L i|) := by
  constructor
  · -- noise of size `d` with the signs of the weights attains the bound
    obtain ⟨q, hq, -⟩ := existsUnique_fit L hpos hinj
      (fun i => y i + if 0 ≤ interceptWeight L i then d else -d)
    refine ⟨_, q, fun i => ?_, hq, ?_⟩
    · split_ifs <;> rw [abs_le] <;> constructor <;> linarith
    · have h : q 0 - p 0 = d * ∑ i, |interceptWeight L i| := by
        rw [intercept_eq L hpos hinj hq, intercept_eq L hpos hinj hp,
          ← Finset.sum_sub_distrib, Finset.mul_sum]
        refine Finset.sum_congr rfl fun i _ => ?_
        split_ifs with h
        · rw [abs_of_nonneg h]; ring
        · rw [abs_of_neg (not_le.mp h)]; ring
      rw [h, abs_of_nonneg (by positivity)]
  · -- the triangle inequality bounds every other noise
    rintro e ⟨y', q, hy, hq, rfl⟩
    rw [intercept_eq L hpos hinj hq, intercept_eq L hpos hinj hp,
      ← Finset.sum_sub_distrib, Finset.mul_sum]
    refine (Finset.abs_sum_le_sum_abs _ _).trans (Finset.sum_le_sum fun i _ => ?_)
    rw [← mul_sub, abs_mul]
    have h := mul_le_mul_of_nonneg_left (hy i) (abs_nonneg (interceptWeight L i))
    linarith

/-- For any three distinct positive sizes the sum of the absolute intercept weights
exceeds one. -/
theorem one_lt_sum_abs_weight (L : Fin 3 → ℝ) (hpos : ∀ i, 0 < L i)
    (hinj : Function.Injective L) : 1 < ∑ i, |interceptWeight L i| := by
  obtain ⟨h1, h2, -⟩ := interceptWeight_moments L hpos hinj
  -- cancelling the 1 / L term requires a negative weight
  have hneg : ∃ i, interceptWeight L i < 0 := by
    by_contra hc
    have hc' : ∀ i, 0 ≤ interceptWeight L i := fun i => not_lt.mp fun h => hc ⟨i, h⟩
    have hz := (Finset.sum_eq_zero_iff_of_nonneg
      fun i _ => div_nonneg (hc' i) (hpos i).le).mp h2
    have h0 : ∑ i, interceptWeight L i = 0 := Finset.sum_eq_zero fun i hi =>
      (div_eq_zero_iff.mp (hz i hi)).resolve_right (hpos i).ne'
    linarith
  obtain ⟨i, hi⟩ := hneg
  have h : ∑ j, interceptWeight L j < ∑ j, |interceptWeight L j| :=
    Finset.sum_lt_sum (fun j _ => le_abs_self _)
      ⟨i, Finset.mem_univ i, hi.trans_le (abs_nonneg _)⟩
  linarith

/-- For the sizes 2, 3, 4 the intercept weights are 14/13, -81/13 and 80/13. -/
theorem interceptWeight_two_three_four :
    interceptWeight ![2, 3, 4] = ![14 / 13, -81 / 13, 80 / 13] := by
  have h : interceptWeight ![2, 3, 4] =
      ![sizeWeight 2⁻¹ 3⁻¹ 4⁻¹, sizeWeight 3⁻¹ 4⁻¹ 2⁻¹, sizeWeight 4⁻¹ 2⁻¹ 3⁻¹] := rfl
  have h0 : sizeWeight 2⁻¹ 3⁻¹ 4⁻¹ = 14 / 13 := by norm_num [sizeWeight]
  have h1 : sizeWeight 3⁻¹ 4⁻¹ 2⁻¹ = -81 / 13 := by norm_num [sizeWeight]
  have h2 : sizeWeight 4⁻¹ 2⁻¹ 3⁻¹ = 80 / 13 := by norm_num [sizeWeight]
  rw [h, h0, h1, h2]

/-- For the sizes 2, 3, 4 and energies uncertain by at most `d`, the largest error of the
intercept is `175 d / 13`. -/
theorem isGreatest_interceptErrors_two_three_four {y p : Fin 3 → ℝ}
    (hp : Fits ![2, 3, 4] y p) {d : ℝ} (hd : 0 ≤ d) :
    IsGreatest (interceptErrors ![2, 3, 4] y p d) (175 * d / 13) := by
  have hpos : ∀ i, 0 < (![2, 3, 4] : Fin 3 → ℝ) i := by
    intro i
    fin_cases i <;> norm_num
  have hinj : Function.Injective (![2, 3, 4] : Fin 3 → ℝ) := by
    intro i j h
    fin_cases i <;> fin_cases j <;> first | rfl | (exfalso; norm_num at h)
  have h := isGreatest_interceptErrors _ hpos hinj hp hd
  have e : d * ∑ i, |(![14 / 13, -81 / 13, 80 / 13] : Fin 3 → ℝ) i| = 175 * d / 13 := by
    rw [Fin.sum_univ_three]
    change d * (|(14 / 13 : ℝ)| + |(-81 / 13 : ℝ)| + |(80 / 13 : ℝ)|) = _
    rw [abs_of_pos (by norm_num : (0 : ℝ) < 14 / 13),
      abs_of_neg (by norm_num : (-81 / 13 : ℝ) < 0),
      abs_of_pos (by norm_num : (0 : ℝ) < 80 / 13)]
    ring
  rwa [interceptWeight_two_three_four, e] at h

end

end ImageChargeExtrapolation
```

```lean
#print axioms ImageChargeExtrapolation.isGreatest_interceptErrors
#print axioms ImageChargeExtrapolation.one_lt_sum_abs_weight
#print axioms ImageChargeExtrapolation.isGreatest_interceptErrors_two_three_four
```

```
'ImageChargeExtrapolation.isGreatest_interceptErrors' depends on axioms: [propext, Classical.choice, Quot.sound]
'ImageChargeExtrapolation.one_lt_sum_abs_weight' depends on axioms: [propext, Classical.choice, Quot.sound]
'ImageChargeExtrapolation.isGreatest_interceptErrors_two_three_four' depends on axioms: [propext, Classical.choice, Quot.sound]
```

## Definitions and theorems in physical terms

Sizes, energies and parameters are all functions `Fin 3 → ℝ`, that is, real triples indexed by 0, 1, 2. The parameter triple `p` holds \(E_\infty\), \(a\) and \(b\) in that order, so `p 0` is the extrapolated energy. `Fits L y p` says that the law passes exactly through the three data points. `fitMatrix` takes inverse sizes, while `interceptWeight` takes the sizes themselves.

The hypotheses `hpos` and `hinj` say that the sizes are positive and distinct. `existsUnique_fit` then gives one and only one fit for any energies, and `intercept_eq` gives its intercept. In `interceptErrors`, `y'` is the changed data and `q` its exact refit. `IsGreatest` states two things about \(d \sum_i |w_i|\): no error in the set is larger, and some admissible noise produces this value.

The theorem can be read in two ways. The triple `p` may be the fit to the computed energies, with `q` the fit to other data within tolerance. Or `p` may be the true parameters and `y` the energies that the law gives for them, with `y'` the output of the code. In the second reading, \(d\) has to cover every deviation of the computed energies from the law, including neglected finite-size terms.

## How the proof follows the algebra

`det_fitMatrix` expands the determinant and leaves the factorisation to `ring`. In `existsUnique_fit`, `hdet` shows that the determinant is nonzero, and `hE` identifies the finite-size law with the matrix product. Multiplying by the inverse matrix then gives both existence and uniqueness.

`interceptWeight_moments` does not go through Cramer's rule. It takes the explicit weights and checks the three sum rules by clearing denominators with `field_simp` and closing with `ring`. `intercept_eq` substitutes the law for the energies and combines the sum rules with coefficients `p 0`, `p 1` and `p 2`.

The first half of `isGreatest_interceptErrors` builds the noise with the signs of the weights, and calls `existsUnique_fit` to obtain the refit that the definition of the error requires. The second half is the triangle inequality. `one_lt_sum_abs_weight` finds the negative weight by contradiction, as above. The last two theorems evaluate the weights at 2, 3, 4 and insert them into the general bound.

## Negative sizes, and the limits of the bound

Distinctness alone does not secure the fit. Take \(L = (3, 6, -2)\), which is not a physical set of cell sizes and serves only to test the hypothesis. For it, \(x_0 + x_1 + x_2 = 1/3 + 1/6 - 1/2 = 0\). The law with parameters \((1, -7, 36)\) vanishes at all three sizes:

\[
1 - \tfrac{7}{3} + \tfrac{36}{27} = 0, \qquad
1 - \tfrac{7}{6} + \tfrac{36}{216} = 0, \qquad
1 + \tfrac{7}{2} - \tfrac{36}{8} = 0.
\]

Every multiple of these parameters therefore fits zero energies. The intercept is undetermined, and its error is unbounded even at \(d = 0\). Positivity of the sizes excludes this case.

The theorems take the finite-size law as given and do not derive it from electrostatics. They treat three sizes and an exact fit, so a least-squares fit to four or more cells needs its own weights. The bound lets the three errors vary independently. If they are correlated, for instance because all three energies share a constant offset, the actual error can be much smaller. The arithmetic is that of real numbers, and rounding in the linear solver comes on top.
